# The κ-MP2 weight of a double excitation is positive for positive κ and a positive gap

In κ-regularised second-order Møller–Plesset theory, the contribution of a double excitation with energy gap `D` carries the factor `(1 - exp(-κD))² / D`, which the file calls `weight κ D`. The theorem `weight_pos` states that this factor is strictly positive whenever the real numbers `κ` and `D` are both positive. It concerns this scalar factor alone, with no two-electron integrals and no sum over excitations. The attempt first shows that `exp(-κD)` is less than 1, because its exponent is negative. The difference `1 - exp(-κD)` is then positive, so its square is positive, and so is the quotient by `D`.

This version doesn't compile in Lean 4 with Mathlib:

```lean
import Mathlib

open Filter Topology

namespace WeightPos

noncomputable section

/-- The κ-MP2 weight `(1 - exp(-κD))² / D` of a double excitation with gap `D ≠ 0`. -/
def weight (κ D : ℝ) : ℝ := (1 - Real.exp (-(κ * D))) ^ 2 / D

/-- For positive `κ` and a positive gap the weight is positive. -/
theorem weight_pos {κ D : ℝ} (hκ : 0 < κ) (hD : 0 < D) : 0 < weight κ D := by
  have h : Real.exp (-(κ * D)) < 1 :=
    Real.exp_lt_one (neg_lt_zero.2 (mul_pos hκ hD))
  exact div_pos (pow_pos (sub_pos.2 h) 2) hD

end

end WeightPos
```

Compiling this gives:

```
Main.lean:15:4: error(lean.unknownIdentifier): Unknown constant `Real.exp_lt_one`
```

Fix (accepted with no message):

```diff
@@ -13,5 +13,5 @@
 theorem weight_pos {κ D : ℝ} (hκ : 0 < κ) (hD : 0 < D) : 0 < weight κ D := by
   have h : Real.exp (-(κ * D)) < 1 :=
-    Real.exp_lt_one (neg_lt_zero.2 (mul_pos hκ hD))
+    Real.exp_lt_one_iff.2 (neg_lt_zero.2 (mul_pos hκ hD))
   exact div_pos (pow_pos (sub_pos.2 h) 2) hD
 
```

What went wrong. The message says that Lean knows no constant called `Real.exp_lt_one`. The proof calls that name as a lemma that turns a negative exponent into the bound `Real.exp (-(κ * D)) < 1`. As the name does not resolve, the term given for `h` cannot be elaborated. The fault is in the name, not in the mathematics.

The repair uses `Real.exp_lt_one_iff`, which states that the exponential of a real number is less than 1 if and only if that number is negative. Since this is an equivalence and not a function, `.2` is needed to select the direction from the negative exponent to the bound. The argument `neg_lt_zero.2 (mul_pos hκ hD)` already proves `-(κ * D) < 0`, exactly what that direction requires, so it stays as it was. The final line, which derives the positivity of the weight from `h`, is also unchanged.
